# A scissor correction that makes a zero midgap transmission positive in a three-site molecule

The three-site molecule studied here has levels $-1$, $1$, $2$. With a wide-band lead on each of sites $0$ and $1$, its transmission is zero at $E=0$, the middle of its gap. Moving the occupied level down by $s$ and the empty levels up by $s$ makes that transmission positive for every $s>0$. In this non-interacting model, then, a gap-opening correction of the kind applied in first-principles transport calculations raises the midgap transmission. The zero does not disappear: it moves to another energy in the gap, as the last section shows.

With $P$ the projector onto the occupied level, the corrected Hamiltonian is $K_s=H+s(1-2P)$, written `scissor H P s`. The general theorems allow no levels other than these three, but they hold for real matrices over any finite set `n` of sites and do not assume $H$ symmetric. Sites are numbered from $0$, and energies are dimensionless.

```lean
import Mathlib

open Matrix

namespace ScissorInterference

noncomputable section

variable {n : Type*} [Fintype n] [DecidableEq n] {H P : Matrix n n ℝ}

/-- The scissor correction `H + s (1 - 2P)`: states in the range of the projector `P` are
shifted by `-s`, those in its kernel by `+s`. -/
def scissor (H P : Matrix n n ℝ) (s : ℝ) : Matrix n n ℝ :=
  H + s • (1 - (2 : ℝ) • P)
```

## The occupied level lies at −1: `H * P = -P`

This relation says that every column of $P$ is either zero or a state of energy $-1$. By hand it turns each product $HP$ into $-P$; in the proofs it is the rewrite `hHP`. Without it, the one-site case $H=0$, $P=1/3$ satisfies the quadratic relation below, yet $P^2\neq P$.

## The other levels lie at 1 and 2: `(H - 1) * (H - 2) = 6 P`

The left side removes states at $1$ and $2$ and multiplies a state at $-1$ by $(-2)(-3)=6$, so the relation also normalises $P$. Multiplying it on the right by $P$ gives

$$6P^2=(H-1)(H-2)P=(-2)(-3)P=6P,$$

so $P^2=P$. Since $H$ commutes with its own polynomials,

$$6PH=(H-1)(H-2)H=H(H-1)(H-2)=6HP=-6P,$$

so $PH=-P$. Without the quadratic relation, $H=-1$, $P=2$ on one site satisfies $HP=-P$ but is not idempotent.

The proof makes the same multiplications with `congrArg`, and `linear_combination` compares the results.

```lean
/-- If `H P = -P` and `(H - 1)(H - 2) = 6 P`, then `P` is idempotent and `P H = -P`. -/
theorem projector_relations (hHP : H * P = -P)
    (hP : (H - 1) * (H - (2 : ℝ) • 1) = (6 : ℝ) • P) : P * P = P ∧ P * H = -P := by
  constructor
  · have h := congrArg (fun X => X * P) hP
    simp only [sub_mul, mul_sub, smul_mul_assoc, mul_smul_comm, mul_one, one_mul,
      mul_assoc, hHP, mul_neg] at h
    linear_combination (norm := module) (-(1 / 6) : ℝ) • h
  · -- multiply the quadratic relation by `H` from either side and compare
    have h := congrArg (fun X => X * H) hP
    have g := congrArg (fun X => H * X) hP
    simp only [sub_mul, mul_sub, smul_mul_assoc, mul_smul_comm, mul_one, one_mul,
      mul_assoc, hHP] at h g
    linear_combination (norm := module) (-(1 / 6) : ℝ) • h + (1 / 6 : ℝ) • g
```

## The correction opens the gap: `0 ≤ s`

The occupied level moves to $-1-s$ and the empty ones to $1+s$ and $2+s$, so none reaches zero. To invert $K_s$, expand the quadratic relation as $H^2=3H-2+6P$ and set $X=(3+s)-H-(6+2s)P$. Then

$$HX=sH+2+2sP,\qquad s(1-2P)X=s(3+s)-sH-2sP.$$

The sum is $K_sX=2+3s+s^2=(1+s)(2+s)$, hence

$$K_s^{-1}=\frac{(3+s)-H-(6+2s)P}{(1+s)(2+s)}.$$

In the proof, `hHH` is the expanded relation, `hmul` is the product, and `Matrix.inv_eq_right_inv` identifies the inverse. The sign of $s$ serves only to make the denominator nonzero. At $s=-1$ the denominator vanishes; in the molecule below, the levels that started at $\pm1$ then meet at zero and $K_s$ has no inverse. (Lean's conventions set both sides to zero there.)

```lean
/-- Closed form of the inverse of the scissor-corrected Hamiltonian for `s ≥ 0`, when
`H P = -P` and `(H - 1)(H - 2) = 6 P`. -/
theorem scissor_inv (hHP : H * P = -P)
    (hP : (H - 1) * (H - (2 : ℝ) • 1) = (6 : ℝ) • P) {s : ℝ} (hs : 0 ≤ s) :
    (scissor H P s)⁻¹ =
      ((1 + s) * (2 + s))⁻¹ • ((3 + s) • (1 : Matrix n n ℝ) - H - (6 + 2 * s) • P) := by
  obtain ⟨hPP, hPH⟩ := projector_relations hHP hP
  have hHH : H * H = (3 : ℝ) • H - (2 : ℝ) • (1 : Matrix n n ℝ) + (6 : ℝ) • P := by
    rw [← hP]
    simp only [sub_mul, mul_sub, mul_smul_comm, mul_one, one_mul]
    module
  have hmul : scissor H P s * ((3 + s) • (1 : Matrix n n ℝ) - H - (6 + 2 * s) • P) =
      ((1 + s) * (2 + s)) • (1 : Matrix n n ℝ) := by
    simp only [scissor, add_mul, sub_mul, mul_sub, smul_mul_assoc, mul_smul_comm,
      mul_one, one_mul, hHH, hHP, hPH, hPP]
    module
  have hD : (1 + s) * (2 + s) ≠ 0 := by positivity
  apply Matrix.inv_eq_right_inv
  rw [mul_smul_comm, hmul, smul_smul, inv_mul_cancel₀ hD, one_smul]
```

## A node between distinct sites: `i ≠ j` and `H⁻¹ i j = 0`

At a node the contributions of the levels to propagation from $j$ to $i$ sum to zero at zero energy. If $P_{ij}\neq0$ this is destructive interference; if $P_{ij}=0$, the relations make each contribution vanish separately. For $i\neq j$ the identity matrix contributes nothing, and the inverse at $s=0$ gives $-H_{ij}-6P_{ij}=0$. Substituting $H_{ij}=-6P_{ij}$ for general $s$ leaves

$$(K_s^{-1})_{ij}=\frac{-2sP_{ij}}{(1+s)(2+s)}.$$

The proof derives the same substitution as `hH`. Without the node, the numerator is $-H_{ij}-(6+2s)P_{ij}$. For a vanishing diagonal entry, it is $s(1-2P_{ii})$ instead.

```lean
/-- Let `H P = -P` and `(H - 1)(H - 2) = 6 P`. If the inverse of `H` has a vanishing entry
between distinct sites `i` and `j`, then after a scissor correction `s ≥ 0` this entry is
`-2 s P i j / ((1 + s)(2 + s))`. -/
theorem scissor_inv_at_node (hHP : H * P = -P)
    (hP : (H - 1) * (H - (2 : ℝ) • 1) = (6 : ℝ) • P) {i j : n} (hij : i ≠ j)
    (h0 : H⁻¹ i j = 0) {s : ℝ} (hs : 0 ≤ s) :
    (scissor H P s)⁻¹ i j = -(2 * s * P i j) / ((1 + s) * (2 + s)) := by
  -- the node fixes the hopping in terms of the projector
  have e := scissor_inv hHP hP (le_refl (0 : ℝ))
  have hz : scissor H P 0 = H := by simp [scissor]
  rw [hz] at e
  rw [e] at h0
  simp only [Matrix.smul_apply, Matrix.sub_apply, Matrix.one_apply_ne hij,
    smul_eq_mul] at h0
  have hH : H i j = -6 * P i j := by linear_combination (-2) * h0
  rw [scissor_inv hHP hP hs]
  simp only [Matrix.smul_apply, Matrix.sub_apply, Matrix.one_apply_ne hij, smul_eq_mul]
  rw [hH, div_eq_inv_mul]
  ring
```

## A molecule with a nonzero projector entry

For $s>0$ the vanishing entry becomes nonzero exactly when $P_{ij}\neq0$. The molecule below has $P_{01}=1/8$.

```lean
/-- A three-site Hamiltonian, symmetric under exchange of the first two sites. -/
def molH : Matrix (Fin 3) (Fin 3) ℝ :=
  !![5 / 4, -3 / 4, Real.sqrt 6 / 4;
     -3 / 4, 5 / 4, Real.sqrt 6 / 4;
     Real.sqrt 6 / 4, Real.sqrt 6 / 4, -1 / 2]

/-- The matrix of the projector onto the occupied level of `molH`. -/
def molP : Matrix (Fin 3) (Fin 3) ℝ :=
  !![1 / 8, 1 / 8, -Real.sqrt 6 / 8;
     1 / 8, 1 / 8, -Real.sqrt 6 / 8;
     -Real.sqrt 6 / 8, -Real.sqrt 6 / 8, 3 / 4]
```

Its normalised states at $-1$, $1$ and $2$ are

$$\tfrac{1}{\sqrt8}(1,1,-\sqrt6),\qquad \tfrac{1}{\sqrt8}(\sqrt3,\sqrt3,\sqrt2),\qquad \tfrac{1}{\sqrt2}(1,-1,0).$$

The mirror-odd state gives the factor $x-2$ of the characteristic polynomial. The mirror-even block has trace $0$ and determinant $-1$, which gives $x^2-1$. The first state gives `molP`, and acting on all three states verifies both relations. Lean checks them entry by entry, using $(\sqrt6)^2=6$.

```lean
/-- `molH` and `molP` are symmetric, and the characteristic polynomial of `molH` is
`(x + 1)(x - 1)(x - 2)`: the levels are `-1`, `1` and `2`. -/
theorem molH_levels : molHᵀ = molH ∧ molPᵀ = molP ∧
    ∀ x : ℝ, (x • (1 : Matrix (Fin 3) (Fin 3) ℝ) - molH).det =
      (x + 1) * (x - 1) * (x - 2) := by
  have h6 : Real.sqrt 6 ^ 2 = 6 := Real.sq_sqrt (by norm_num)
  refine ⟨?_, ?_, fun x => ?_⟩
  · ext i j; fin_cases i <;> fin_cases j <;> simp [molH]
  · ext i j; fin_cases i <;> fin_cases j <;> simp [molP]
  · rw [Matrix.det_fin_three]
    simp [molH]
    linear_combination (-(x - 2) / 8) * h6

/-- The pair `molH`, `molP` satisfies `H P = -P` and `(H - 1)(H - 2) = 6 P`. -/
theorem molecule_witness : molH * molP = -molP ∧
    (molH - 1) * (molH - (2 : ℝ) • 1) = (6 : ℝ) • molP := by
  have h6 : Real.sqrt 6 ^ 2 = 6 := Real.sq_sqrt (by norm_num)
  constructor <;> ext i j <;> fin_cases i <;> fin_cases j <;>
    simp [molH, molP, Matrix.mul_apply, Fin.sum_univ_three] <;> linarith
```

The levels contribute $-\tfrac18+\tfrac38-\tfrac14=0$ to $(H^{-1})_{01}$. The correction divides the first two terms by $1+s$ but the third by only $1+s/2$, so the cancellation is lost. The theorem obtains this from the general formula with $P_{01}=1/8$.

```lean
/-- The inverse of `molH` has zero entry between the first two sites, and every scissor
correction `s > 0` makes this entry nonzero. -/
theorem molecule_node_lifted : molH⁻¹ 0 1 = 0 ∧
    ∀ s : ℝ, 0 < s → (scissor molH molP s)⁻¹ 0 1 ≠ 0 := by
  obtain ⟨hHP, hP⟩ := molecule_witness
  have h0 : molH⁻¹ 0 1 = 0 := by
    have e := scissor_inv hHP hP (le_refl (0 : ℝ))
    have hz : scissor molH molP 0 = molH := by simp [scissor]
    rw [hz] at e
    rw [e]
    norm_num [molH, molP]
  refine ⟨h0, fun s hs => ?_⟩
  rw [scissor_inv_at_node hHP hP (by decide) h0 hs.le]
  have hp : molP 0 1 = 1 / 8 := by simp [molP]
  rw [hp]
  exact div_ne_zero (neg_ne_zero.mpr (by positivity)) (by positivity)
```

## Leads that couple: `0 < Γ`

Each contact site carries the self-energy $-i\Gamma/2$, independent of energy. `openSystem` is $M=E-H-\Sigma$, and `transmission` is the Caroli trace $\mathrm{Tr}[\Gamma_LG\Gamma_RG^\dagger]$ with $G=M^{-1}$.

```lean
/-- The matrix `E - H - Σ` of a three-site molecule whose first two sites each carry a
wide-band lead self-energy `-iΓ/2`. -/
def openSystem (H : Matrix (Fin 3) (Fin 3) ℝ) (E Γ : ℝ) : Matrix (Fin 3) (Fin 3) ℂ :=
  (E : ℂ) • 1 - H.map (fun x => (x : ℂ)) -
    Matrix.diagonal ![-(Γ / 2 * Complex.I), -(Γ / 2 * Complex.I), 0]

/-- The Caroli transmission `Tr[Γ_L G Γ_R G†]` at energy `E`, with `G` the inverse of
`E - H - Σ`; its domain is where that matrix is invertible. -/
def transmission (H : Matrix (Fin 3) (Fin 3) ℝ) (E Γ : ℝ) : ℝ :=
  (Matrix.trace (Matrix.diagonal ![(Γ : ℂ), 0, 0] * (openSystem H E Γ)⁻¹ *
    Matrix.diagonal ![0, (Γ : ℂ), 0] * ((openSystem H E Γ)⁻¹)ᴴ)).re
```

For the corrected molecule at $E=0$, the mirror-odd state contributes $-(2+s-i\Gamma/2)$ to $\det M$, and the mirror-even block contributes $-(1+s)(1+s-i\Gamma/4)$. The required adjugate entry is

$$-(M_{01}M_{22}-M_{02}M_{21})=-\frac{(3+s)(1+s)}8+\frac{3(1+s)^2}8=\frac{s(1+s)}4.$$

Dividing by the determinant cancels $1+s$:

$$G_{01}=\frac{s/4}{(2+s-i\Gamma/2)(1+s-i\Gamma/4)}.$$

In the proof these are `hdet` and `hadj`.

```lean
/-- The Green function `(E - H - Σ)⁻¹` between the two contact sites of the scissor-corrected
molecule at zero energy, for `s ≥ 0`. -/
theorem green_contact (Γ : ℝ) {s : ℝ} (hs : 0 ≤ s) :
    (openSystem (scissor molH molP s) 0 Γ)⁻¹ 0 1 =
      (s / 4 : ℂ) / ((2 + s - Γ / 2 * Complex.I) * (1 + s - Γ / 4 * Complex.I)) := by
  have h6 : ((Real.sqrt 6 : ℝ) : ℂ) ^ 2 = 6 := by
    exact_mod_cast Real.sq_sqrt (show (0 : ℝ) ≤ 6 by norm_num)
  have hdet : (openSystem (scissor molH molP s) 0 Γ).det =
      (2 + s - Γ / 2 * Complex.I) * (1 + s - Γ / 4 * Complex.I) * (1 + s) := by
    rw [Matrix.det_fin_three]
    simp [openSystem, scissor, molH, molP]
    linear_combination ((1 + s : ℂ) ^ 2 * (2 + s - Γ / 2 * Complex.I) / 8) * h6
  -- the cofactor does not involve the lead self-energies
  have hadj : (openSystem (scissor molH molP s) 0 Γ).adjugate 0 1 =
      (s / 4 : ℂ) * (1 + s) := by
    rw [Matrix.adjugate_fin_three]
    simp [openSystem, scissor, molH, molP]
    linear_combination ((1 + s : ℂ) ^ 2 / 16) * h6
  have h1 : (1 + s : ℂ) ≠ 0 := by
    exact_mod_cast (show (1 + s : ℝ) ≠ 0 by positivity)
  rw [Matrix.inv_def, Matrix.smul_apply, hadj, hdet, Ring.inverse_eq_inv', smul_eq_mul,
    ← div_eq_inv_mul, mul_div_mul_right _ _ h1]
```

Only one element survives the trace, so the transmission is $T=\Gamma^2|G_{01}|^2$, or

$$T=\frac{(\Gamma s/4)^2}{\left[(2+s)^2+(\Gamma/2)^2\right]\left[(1+s)^2+(\Gamma/4)^2\right]}.$$

Here `hT` evaluates the trace and `hn` the squared moduli.

```lean
/-- Zero-energy transmission of the scissor-corrected molecule in closed form, for every
lead broadening `Γ` and every `s ≥ 0`. -/
theorem transmission_formula (Γ : ℝ) {s : ℝ} (hs : 0 ≤ s) :
    transmission (scissor molH molP s) 0 Γ =
      (Γ * s / 4) ^ 2 / (((2 + s) ^ 2 + (Γ / 2) ^ 2) * ((1 + s) ^ 2 + (Γ / 4) ^ 2)) := by
  -- the Caroli trace keeps only the contact-to-contact element
  have hT : ∀ G : Matrix (Fin 3) (Fin 3) ℂ,
      (Matrix.trace (Matrix.diagonal ![(Γ : ℂ), 0, 0] * G *
        Matrix.diagonal ![0, (Γ : ℂ), 0] * Gᴴ)).re = Γ ^ 2 * Complex.normSq (G 0 1) := by
    intro G
    simp [Matrix.trace, Matrix.mul_apply, Fin.sum_univ_three, Matrix.diagonal_apply,
      Complex.normSq_apply]
    ring
  have hn : ∀ a b : ℝ, Complex.normSq (a - b * Complex.I) = a ^ 2 + b ^ 2 := by
    intro a b
    simp [Complex.normSq_apply]
    ring
  have h2 := hn (2 + s) (Γ / 2)
  have h1 := hn (1 + s) (Γ / 4)
  have h4 := Complex.normSq_ofReal (s / 4)
  push_cast at h1 h2 h4
  rw [transmission, hT, green_contact Γ hs, map_div₀, map_mul, h1, h2, h4]
  ring
```

The zero at $s=0$ holds for every $\Gamma$. Positivity needs both $s\neq0$ and $\Gamma\neq0$, since the numerator vanishes if either is zero; the theorem takes both positive, for a lead that broadens the levels and a correction that opens the gap.

```lean
/-- With leads of any broadening `Γ > 0` on the first two sites, the molecule `molH` has zero
transmission at zero energy, and every scissor correction `s > 0` makes it positive. -/
theorem scissor_opens_transmission {Γ s : ℝ} (hΓ : 0 < Γ) (hs : 0 < s) :
    transmission molH 0 Γ = 0 ∧ 0 < transmission (scissor molH molP s) 0 Γ := by
  constructor
  · have h := transmission_formula Γ (le_refl (0 : ℝ))
    have hz : scissor molH molP 0 = molH := by simp [scissor]
    rw [hz] at h
    rw [h]
    simp
  · rw [transmission_formula Γ hs.le]
    positivity

end

end ScissorInterference
```

```lean
#print axioms ScissorInterference.molH_levels
#print axioms ScissorInterference.molecule_node_lifted
#print axioms ScissorInterference.scissor_opens_transmission
```

```
'ScissorInterference.molH_levels' depends on axioms: [propext, Classical.choice, Quot.sound]
'ScissorInterference.molecule_node_lifted' depends on axioms: [propext, Classical.choice, Quot.sound]
'ScissorInterference.scissor_opens_transmission' depends on axioms: [propext, Classical.choice, Quot.sound]
```

## Small and large shifts

For small $s$ the formula gives $T\approx4\Gamma^2s^2/(16+\Gamma^2)^2$, a quadratic rise from the node. For large $s$ at fixed $\Gamma$ it gives $T\approx\Gamma^2/(16s^2)$, so the transmission eventually falls again as the gap widens.

The zero itself has moved. Repeating the adjugate calculation by hand at energy $E$ replaces $s(1+s)/4$ by $[s(1+s)-(3+s)E]/4$. For $\Gamma>0$ the transmission therefore vanishes at $E=s(1+s)/(3+s)$, which lies above midgap but still below the lowest empty level $1+s$. This step is not part of the Lean code.

The result concerns zero energy, equal couplings and one common shift $s$, which is a parameter here and is not computed from an electronic-structure method.
